# Weyl's perturbation bound: a Hermitian perturbation moves each sorted level of a finite Hermitian matrix by at most its operator norm

Take two levels, $A=\mathrm{diag}(-g,g)$ with $g>0$, and perturb them by $E=\mathrm{diag}(t,-t)$ with $0\le t\le g$. The lower level rises by $t$ and the upper one falls by $t$, so the gap shrinks from $2g$ to $2g-2t$. Since $t$ is the operator norm $\|E\|$, the gap has lost $2\|E\|$, and it closes at $t=g$.

No Hermitian perturbation of the same norm does worse, in any finite dimension. Write $\lambda_0(A)\le\dots\le\lambda_{n-1}(A)$ for the eigenvalues of a Hermitian $n\times n$ matrix, repeated by multiplicity. Then
$$|\lambda_k(A+E)-\lambda_k(A)|\le\|E\|\quad\text{for every }k,$$
and a gap larger than $2\|E\|$ stays open.

## States, levels and the norm

The choice of norm matters. The scope `Matrix.Norms.L2Operator` makes `‖E‖` the operator norm for Euclidean vectors. If it were read as the largest entry in modulus, the bound would be false: for $A=0$ and the $2\times2$ matrix $E$ with all entries 1, the upper level moves by 2.

```lean
import Mathlib

open Matrix
open scoped Matrix.Norms.L2Operator

namespace WeylPerturbation

noncomputable section

variable {n : ℕ} {A B E : Matrix (Fin n) (Fin n) ℂ}
```

States are vectors in $\mathbb C^n$.

```lean
/-- State vectors with `n` complex amplitudes and the Euclidean inner product. -/
abbrev State (n : ℕ) := EuclideanSpace ℂ (Fin n)
```

The quadratic form is $q_A(x)=\mathrm{Re}\langle x,Ax\rangle$. For $x\ne0$ the energy expectation value is $q_A(x)/\|x\|^2$.

```lean
/-- The quadratic form `⟨x, A x⟩` (real part), for a state `x` that need not be normalised. -/
def expect (A : Matrix (Fin n) (Fin n) ℂ) (x : State n) : ℝ :=
  (inner ℂ x (toEuclideanLin A x)).re
```

Mathlib lists eigenvalues in descending order; `k.rev` reverses the list, so `level hA k` is $\lambda_k(A)$ and level 0 is the lowest. The argument `hA` is the proof that $A$ is Hermitian.

```lean
/-- The `k`-th eigenvalue of a Hermitian matrix, in ascending order and with multiplicity,
counted from `k = 0`. -/
def level (hA : A.IsHermitian) (k : Fin n) : ℝ :=
  (isSymmetric_toEuclideanLin_iff.2 hA).eigenvalues finrank_euclideanSpace_fin k.rev
```

The gap above level $k$ is $\lambda_{k+1}(A)-\lambda_k(A)$, defined when $k+1<n$.

```lean
/-- The gap between the consecutive levels `k` and `k + 1` of a Hermitian matrix. -/
def gap (hA : A.IsHermitian) (k : ℕ) (hk : k + 1 < n) : ℝ :=
  level hA ⟨k + 1, hk⟩ - level hA ⟨k, Nat.lt_of_succ_lt hk⟩
```

Diagonal matrices with real energies will supply the extremal example.

```lean
/-- The diagonal matrix with real energies `d` on its diagonal. -/
def diagH (d : Fin n → ℝ) : Matrix (Fin n) (Fin n) ℂ := diagonal fun i => (d i : ℂ)
```

## The quadratic form in an eigenbasis

The reversed list ascends: $i\le j$ implies $\lambda_i(A)\le\lambda_j(A)$.

```lean
/-- The levels of a Hermitian matrix are in ascending order. -/
theorem level_monotone (hA : A.IsHermitian) : Monotone (level hA) := fun _ _ h =>
  (isSymmetric_toEuclideanLin_iff.2 hA).eigenvalues_antitone finrank_euclideanSpace_fin
    (Fin.rev_le_rev.2 h)
```

The spectral theorem gives an orthonormal basis with $Au_i=\lambda_i(A)u_i$, numbered in the same order.

```lean
/-- A Hermitian matrix has an orthonormal basis of eigenvectors belonging to its levels. -/
theorem exists_eigenbasis (hA : A.IsHermitian) :
    ∃ b : OrthonormalBasis (Fin n) ℂ (State n),
      ∀ i, toEuclideanLin A (b i) = (level hA i : ℂ) • b i := by
  have hs := isSymmetric_toEuclideanLin_iff.2 hA
  refine ⟨(hs.eigenvectorBasis finrank_euclideanSpace_fin).reindex Fin.revPerm, fun i => ?_⟩
  rw [OrthonormalBasis.reindex_apply]
  exact hs.apply_eigenvectorBasis finrank_euclideanSpace_fin i.rev
```

For any orthonormal eigenbasis with $Au_i=a_iu_i$ and $a_i$ real, Hermiticity gives $\langle u_i,Ax\rangle=\langle Au_i,x\rangle=a_i\langle u_i,x\rangle$. Inserting the completeness relation,
$$\langle x,Ax\rangle=\sum_i\langle x,u_i\rangle\langle u_i,Ax\rangle=\sum_i a_i|\langle u_i,x\rangle|^2 .$$

```lean
/-- In an orthonormal eigenbasis of a Hermitian matrix, the quadratic form is the sum of the
eigenvalues weighted by the squared amplitudes. -/
theorem expect_eq_sum (hA : A.IsHermitian) (b : OrthonormalBasis (Fin n) ℂ (State n))
    (a : Fin n → ℝ) (hb : ∀ i, toEuclideanLin A (b i) = (a i : ℂ) • b i) (x : State n) :
    expect A x = ∑ i, a i * ‖inner ℂ (b i) x‖ ^ 2 := by
  have hs := isSymmetric_toEuclideanLin_iff.2 hA
  have key : ∀ i, inner ℂ (b i) (toEuclideanLin A x) = (a i : ℂ) * inner ℂ (b i) x := by
    intro i
    rw [← hs (b i) x, hb, inner_smul_left, Complex.conj_ofReal]
  unfold expect
  rw [← b.sum_inner_mul_inner x, Complex.re_sum]
  refine Finset.sum_congr rfl fun i _ => ?_
  rw [key, ← inner_conj_symm x (b i), Complex.sq_norm, Complex.normSq_apply]
  generalize inner ℂ (b i) x = z
  simp only [Complex.mul_re, Complex.mul_im, Complex.conj_re, Complex.conj_im,
    Complex.ofReal_re, Complex.ofReal_im]
  ring
```

## One state that compares two spectra

Let $u$ and $v$ be orthonormal bases. Require $\langle u_i,x\rangle=0$ for $i>k$ and $\langle v_i,x\rangle=0$ for $i<k$. These are $(n-1-k)+k=n-1$ linear conditions on $n$ amplitudes, so a nonzero solution exists. In Lean, the linear map `f` collects the conditions and cannot be injective.

```lean
/-- For two orthonormal bases `u` and `v` there is a nonzero state without components on the
`u i` above `k` and without components on the `v i` below `k`. -/
theorem exists_common_state (u v : OrthonormalBasis (Fin n) ℂ (State n)) (k : Fin n) :
    ∃ x : State n, x ≠ 0 ∧ (∀ i, k < i → inner ℂ (u i) x = 0) ∧
      ∀ i, i < k → inner ℂ (v i) x = 0 := by
  -- these are `n - 1` linear conditions on `n` amplitudes
  let f : State n →ₗ[ℂ] ({i : Fin n // i ≠ k} → ℂ) :=
    LinearMap.pi fun i => (innerSL ℂ (if i.1 < k then v i.1 else u i.1)).toLinearMap
  have hf : ¬ Function.Injective f := fun hi => by
    have h := LinearMap.finrank_le_finrank_of_injective hi
    rw [finrank_euclideanSpace_fin, Module.finrank_fintype_fun_eq_card] at h
    have h' : Fintype.card {i : Fin n // i ≠ k} < Fintype.card (Fin n) :=
      Fintype.card_subtype_lt (x := k) (by simp)
    rw [Fintype.card_fin] at h'
    omega
  rw [← LinearMap.ker_eq_bot] at hf
  obtain ⟨x, hx, hx0⟩ := (Submodule.ne_bot_iff _).1 hf
  have hx' : ∀ i, i ≠ k → inner ℂ (if i < k then v i else u i) x = 0 :=
    fun i hi => congrFun (LinearMap.mem_ker.1 hx) ⟨i, hi⟩
  refine ⟨x, hx0, fun i hi => ?_, fun i hi => ?_⟩
  · have h := hx' i hi.ne'
    rwa [if_neg (not_lt_of_gt hi)] at h
  · have h := hx' i hi.ne
    rwa [if_pos hi] at h
```

Now let $u$ and $v$ be eigenbases of $A$ and $B$ with ascending eigenvalues $a_i$ and $b_i$, and suppose $q_B(x)\le q_A(x)+\varepsilon\|x\|^2$ for all $x$. In the common state only $i\le k$ contributes to $q_A$ and only $i\ge k$ to $q_B$, hence
$$b_k\|x\|^2\le q_B(x)\le q_A(x)+\varepsilon\|x\|^2\le(a_k+\varepsilon)\|x\|^2 .$$
Dividing by $\|x\|^2>0$ gives $b_k\le a_k+\varepsilon$. The outer inequalities are `h2` and `h1`.

```lean
/-- Let `A` and `B` be Hermitian with orthonormal eigenbases and ascending eigenvalues `a` and
`b`. If `⟨x, B x⟩ ≤ ⟨x, A x⟩ + ε ‖x‖²` for all states, then `b k ≤ a k + ε` for every `k`. -/
theorem eigenvalue_le_of_expect_le (hA : A.IsHermitian) (hB : B.IsHermitian)
    (u v : OrthonormalBasis (Fin n) ℂ (State n)) {a b : Fin n → ℝ}
    (ha : Monotone a) (hb : Monotone b)
    (hu : ∀ i, toEuclideanLin A (u i) = (a i : ℂ) • u i)
    (hv : ∀ i, toEuclideanLin B (v i) = (b i : ℂ) • v i) {ε : ℝ}
    (h : ∀ x, expect B x ≤ expect A x + ε * ‖x‖ ^ 2) (k : Fin n) : b k ≤ a k + ε := by
  obtain ⟨x, hx0, hxu, hxv⟩ := exists_common_state u v k
  -- only levels up to `k` of `A` contribute
  have h1 : expect A x ≤ a k * ‖x‖ ^ 2 := by
    rw [expect_eq_sum hA u a hu, ← u.sum_sq_norm_inner_right x, Finset.mul_sum]
    refine Finset.sum_le_sum fun i _ => ?_
    rcases le_or_gt i k with hi | hi
    · exact mul_le_mul_of_nonneg_right (ha hi) (sq_nonneg _)
    · simp [hxu i hi]
  -- only levels from `k` on of `B` contribute
  have h2 : b k * ‖x‖ ^ 2 ≤ expect B x := by
    rw [expect_eq_sum hB v b hv, ← v.sum_sq_norm_inner_right x, Finset.mul_sum]
    refine Finset.sum_le_sum fun i _ => ?_
    rcases le_or_gt k i with hi | hi
    · exact mul_le_mul_of_nonneg_right (hb hi) (sq_nonneg _)
    · simp [hxv i hi]
  have hpos : 0 < ‖x‖ ^ 2 := pow_pos (norm_pos_iff.2 hx0) 2
  refine le_of_mul_le_mul_right ?_ hpos
  linarith [h x, add_mul (a k) ε (‖x‖ ^ 2)]
```

## The bound on levels and gaps

By Cauchy–Schwarz, $|q_E(x)|\le\|x\|\,\|Ex\|\le\|E\|\,\|x\|^2$.

```lean
/-- The quadratic form of a matrix is bounded by its operator norm times `‖x‖²`. -/
theorem abs_expect_le (E : Matrix (Fin n) (Fin n) ℂ) (x : State n) :
    |expect E x| ≤ ‖E‖ * ‖x‖ ^ 2 := by
  have h : ‖toEuclideanLin E x‖ ≤ ‖E‖ * ‖x‖ := Matrix.l2_opNorm_mulVec E x
  calc |expect E x| ≤ ‖inner ℂ x (toEuclideanLin E x)‖ := Complex.abs_re_le_norm _
    _ ≤ ‖x‖ * ‖toEuclideanLin E x‖ := norm_inner_le_norm _ _
    _ ≤ ‖x‖ * (‖E‖ * ‖x‖) := by gcongr
    _ = ‖E‖ * ‖x‖ ^ 2 := by ring
```

Since $q_{A+E}=q_A+q_E$, we have both $q_{A+E}\le q_A+\|E\|\|x\|^2$ and $q_A\le q_{A+E}+\|E\|\|x\|^2$. The comparison with $\varepsilon=\|E\|$ turns these into `up` and `down`, the two halves of the absolute value. Only the norm of $E$ enters; Weyl's more general inequalities use its individual levels.

```lean
/-- **Weyl's inequality.** A Hermitian perturbation `E` moves each level of a Hermitian matrix
`A` by at most the operator norm of `E`. -/
theorem weyl_inequality (hA : A.IsHermitian) (hE : E.IsHermitian) (k : Fin n) :
    |level (hA.add hE) k - level hA k| ≤ ‖E‖ := by
  obtain ⟨u, hu⟩ := exists_eigenbasis hA
  obtain ⟨v, hv⟩ := exists_eigenbasis (hA.add hE)
  have hadd : ∀ x, expect (A + E) x = expect A x + expect E x := fun x => by
    simp only [expect, map_add, LinearMap.add_apply, inner_add_right, Complex.add_re]
  have up := eigenvalue_le_of_expect_le hA (hA.add hE) u v (level_monotone _)
    (level_monotone _) hu hv (ε := ‖E‖)
    (fun x => by linarith [hadd x, (abs_le.1 (abs_expect_le E x)).2]) k
  have down := eigenvalue_le_of_expect_le (hA.add hE) hA v u (level_monotone _)
    (level_monotone _) hv hu (ε := ‖E‖)
    (fun x => by linarith [hadd x, (abs_le.1 (abs_expect_le E x)).1]) k
  exact abs_le.2 ⟨by linarith, by linarith⟩
```

Hermiticity of $A$ is essential. Take $A=\begin{pmatrix}0&1\\0&0\end{pmatrix}$, whose eigenvalues are both 0, and the Hermitian $E=\begin{pmatrix}0&s\\s&0\end{pmatrix}$ with $s>0$ and norm $s$. The eigenvalues of $A+E$ are $\pm\sqrt{s(1+s)}$, which have moved by more than $s$.

For the gap, subtract $\lambda_k(A+E)\le\lambda_k(A)+\|E\|$ from $\lambda_{k+1}(A+E)\ge\lambda_{k+1}(A)-\|E\|$:
$$\lambda_{k+1}(A+E)-\lambda_k(A+E)\ge\lambda_{k+1}(A)-\lambda_k(A)-2\|E\| .$$
The right side is positive by hypothesis. For non-interacting electrons described by a finite one-particle Hamiltonian matrix in an orthonormal basis, with levels $0,\dots,k$ filled, the gap between filled and empty levels therefore survives such a perturbation.

```lean
/-- If the gap above level `k` of a Hermitian matrix exceeds twice the operator norm of a
Hermitian perturbation, the perturbed gap is positive, and at least the difference of the two. -/
theorem gap_survives (hA : A.IsHermitian) (hE : E.IsHermitian) (k : ℕ) (hk : k + 1 < n)
    (h : 2 * ‖E‖ < gap hA k hk) :
    0 < gap (hA.add hE) k hk ∧ gap hA k hk - 2 * ‖E‖ ≤ gap (hA.add hE) k hk := by
  have h1 := abs_le.1 (weyl_inequality hA hE ⟨k + 1, hk⟩)
  have h2 := abs_le.1 (weyl_inequality hA hE ⟨k, Nat.lt_of_succ_lt hk⟩)
  unfold gap at h ⊢
  constructor <;> linarith [h1.1, h2.2]
```

## The factor 2 is optimal

Real diagonal entries equal their conjugates, so the matrix is Hermitian.

```lean
/-- A diagonal matrix with real entries is Hermitian. -/
theorem diagH_isHermitian (d : Fin n → ℝ) : (diagH d).IsHermitian := by
  rw [Matrix.IsHermitian, diagH, diagonal_conjTranspose]
  congr 1
  funext i
  exact Complex.conj_ofReal _
```

The standard basis is an eigenbasis of $\mathrm{diag}(d_0,\dots,d_{n-1})$. If the $d_i$ ascend, comparing this matrix with itself at $\varepsilon=0$, in both directions, gives $\lambda_k=d_k$.

```lean
/-- The levels of a diagonal matrix with ascending real entries are these entries. -/
theorem level_diagH {d : Fin n → ℝ} (hd : Monotone d) (k : Fin n) :
    level (diagH_isHermitian d) k = d k := by
  have hH := diagH_isHermitian d
  obtain ⟨u, hu⟩ := exists_eigenbasis hH
  have hv : ∀ i, toEuclideanLin (diagH d) (EuclideanSpace.basisFun (Fin n) ℂ i)
      = (d i : ℂ) • EuclideanSpace.basisFun (Fin n) ℂ i := by
    intro i
    ext j
    change (diagonal (fun i => (d i : ℂ)) *ᵥ (EuclideanSpace.basisFun (Fin n) ℂ i).ofLp) j
      = (d i : ℂ) * (EuclideanSpace.basisFun (Fin n) ℂ i).ofLp j
    rw [mulVec_diagonal]
    by_cases h : j = i
    · rw [h]
    · simp [EuclideanSpace.basisFun_apply, h]
  have h1 := eigenvalue_le_of_expect_le hH hH _ u hd (level_monotone hH) hv hu (ε := 0)
    (fun x => by simp) k
  have h2 := eigenvalue_le_of_expect_le hH hH u _ (level_monotone hH) hd hu hv (ε := 0)
    (fun x => by simp) k
  linarith
```

Return to the two-level example at $t=g$. The norm of $E=\mathrm{diag}(g,-g)$ is its largest entry in modulus, $g$, so the gap of $A$ is $g-(-g)=2\|E\|$. But $A+E=0$ has both levels at zero. The strict inequality in `gap_survives` thus cannot be relaxed to equality.

```lean
/-- For `g > 0`, the matrix `diag(-g, g)` has a gap of exactly twice the operator norm of the
perturbation `diag(g, -g)`, and this perturbation closes the gap. -/
theorem gap_bound_sharp {g : ℝ} (hg : 0 < g) :
    gap (diagH_isHermitian ![-g, g]) 0 (by norm_num) = 2 * ‖diagH ![g, -g]‖ ∧
    gap ((diagH_isHermitian ![-g, g]).add (diagH_isHermitian ![g, -g])) 0 (by norm_num) = 0 := by
  have hm : Monotone ![-g, g] := Fin.monotone_iff_le_succ.2 (by
    intro i
    fin_cases i
    change -g ≤ g
    linarith)
  have hE : ‖diagH ![g, -g]‖ = g := by
    rw [diagH, Matrix.l2_opNorm_diagonal]
    apply le_antisymm
    · rw [pi_norm_le_iff_of_nonneg hg.le]
      intro i
      fin_cases i <;> simp [abs_of_pos hg]
    · have h := norm_le_pi_norm (fun i => ((![g, -g] i : ℝ) : ℂ)) 0
      simpa [abs_of_pos hg] using h
  have hzero : ∀ {B : Matrix (Fin 2) (Fin 2) ℂ} (hB : B.IsHermitian),
      B = diagH (fun _ => 0) → ∀ k, level hB k = 0 := by
    rintro B hB rfl k
    exact level_diagH monotone_const k
  have hsum : diagH ![-g, g] + diagH ![g, -g] = diagH (fun _ => 0) := by
    ext i j
    fin_cases i <;> fin_cases j <;> simp [diagH]
  constructor
  · rw [hE, gap, level_diagH hm, level_diagH hm]
    change g - -g = 2 * g
    ring
  · rw [gap, hzero _ hsum, hzero _ hsum, sub_zero]

end

end WeylPerturbation
```

```lean
#print axioms WeylPerturbation.weyl_inequality
-- 'WeylPerturbation.weyl_inequality' depends on axioms: [propext, Classical.choice, Quot.sound]
#print axioms WeylPerturbation.gap_survives
-- 'WeylPerturbation.gap_survives' depends on axioms: [propext, Classical.choice, Quot.sound]
#print axioms WeylPerturbation.gap_bound_sharp
-- 'WeylPerturbation.gap_bound_sharp' depends on axioms: [propext, Classical.choice, Quot.sound]
```
